# At fixed donor doping N, the reduced bulk potential of a semiconductor exceeds ln(N/nᵢ) by (nᵢ/N)² to leading order as nᵢ → 0⁺

In the model, electrons and holes have densities nᵢeᵘ and nᵢe⁻ᵘ at reduced potential u, measured in units of the thermal voltage, and a fixed net donor doping N > 0 makes the material neutral at u = arsinh(N/(2nᵢ)). Leaving out the holes would give ln(N/nᵢ) instead. `excess_limit` states that the difference between the two, divided by nᵢ², tends to 1/N² as nᵢ tends to zero from above with N held fixed. The attempt squeezes this quotient between (N/(N² + nᵢ²))² and the constant 1/N², using bounds proved earlier in the file, and gets the limit of the lower bound from its continuity at nᵢ = 0.

The first attempt, which Lean rejects:

```lean
import Mathlib

open Filter Topology

namespace ExcessLimit

noncomputable section

/-- Electron density at reduced potential `u` (in units of the thermal voltage). -/
def electronDensity (ni u : ℝ) : ℝ := ni * Real.exp u

/-- Hole density at reduced potential `u`. -/
def holeDensity (ni u : ℝ) : ℝ := ni * Real.exp (-u)

/-- Net charge density, in units of the elementary charge, for signed net doping `D`
(donors count positive, acceptors negative). -/
def netCharge (ni D u : ℝ) : ℝ := holeDensity ni u - electronDensity ni u + D

/-- The reduced bulk potential `arsinh (D / (2 ni))` for net doping `D`, meant for `ni > 0`. -/
def bulkPotential (ni D : ℝ) : ℝ := Real.arsinh (D / (2 * ni))

/-- For `ni > 0` and any net doping, the semiconductor is neutral exactly at the
bulk potential. -/
theorem neutral_iff {ni D u : ℝ} (hni : 0 < ni) :
    netCharge ni D u = 0 ↔ u = bulkPotential ni D := by
  have key : netCharge ni D u = D - 2 * ni * Real.sinh u := by
    unfold netCharge holeDensity electronDensity
    rw [Real.sinh_eq]
    ring
  rw [key]
  unfold bulkPotential
  constructor
  · intro h
    have hs : Real.sinh u = D / (2 * ni) := by
      rw [eq_div_iff (by positivity)]
      linarith
    rw [← hs, Real.arsinh_sinh]
  · intro h
    have hc : 2 * ni * (D / (2 * ni)) = D := by field_simp
    rw [h, Real.sinh_arsinh]
    linarith

/-- For `ni, N > 0`, the neutral potential of material with net donor doping `N` exceeds
`ln (N / ni)` by an amount between `(ni N / (N² + ni²))²` and `(ni / N)²`. -/
theorem excess_bounds {ni N u : ℝ} (hni : 0 < ni) (hN : 0 < N)
    (h : netCharge ni N u = 0) :
    (ni * N / (N ^ 2 + ni ^ 2)) ^ 2 < u - Real.log (N / ni) ∧
      u - Real.log (N / ni) < (ni / N) ^ 2 := by
  unfold netCharge holeDensity electronDensity at h
  have ha := Real.exp_pos u
  have hb := Real.exp_pos (-u)
  have hab : Real.exp u * Real.exp (-u) = 1 := by
    rw [← Real.exp_add, add_neg_cancel, Real.exp_zero]
  have hr : 0 < N / ni := div_pos hN hni
  have hs : 0 < ni / N := div_pos hni hN
  have hrel : N / ni = Real.exp u - Real.exp (-u) := by
    rw [div_eq_iff hni.ne']
    linear_combination h
  -- neutrality expressed through the minority carriers
  have hbN : Real.exp (-u) * N = ni - ni * Real.exp (-u) ^ 2 := by
    linear_combination Real.exp (-u) * h + ni * hab
  constructor
  · -- `ln x ≤ x - 1` at `x = (N / ni) exp (-u)`
    have h1 := Real.log_le_sub_one_of_pos (mul_pos hr hb)
    rw [Real.log_mul hr.ne' hb.ne', Real.log_exp] at h1
    have h2 : N / ni * Real.exp (-u) - 1 = -Real.exp (-u) ^ 2 := by
      rw [hrel]
      linear_combination hab
    have h3 : ni * N / (N ^ 2 + ni ^ 2) < Real.exp (-u) := by
      rw [div_lt_iff₀ (by positivity)]
      have h4 : Real.exp (-u) * (N ^ 2 + ni ^ 2)
          = ni * N + ni ^ 2 * Real.exp (-u) ^ 3 := by
        linear_combination (N - ni * Real.exp (-u)) * hbN
      have h5 : 0 < ni ^ 2 * Real.exp (-u) ^ 3 := by positivity
      linarith
    have h6 := pow_lt_pow_left₀ h3 (by positivity) two_ne_zero
    linarith
  · -- `ln x ≤ x - 1` at `x = exp u (ni / N)`
    have h1 := Real.log_le_sub_one_of_pos (mul_pos ha hs)
    have hinv : Real.log (ni / N) = -Real.log (N / ni) := by
      rw [← Real.log_inv, inv_div]
    rw [Real.log_mul ha.ne' hs.ne', Real.log_exp, hinv] at h1
    have h2 : ni / N * (N / ni) = 1 := by field_simp
    rw [hrel] at h2
    have h3 : Real.exp (-u) < ni / N := by
      rw [lt_div_iff₀ hN, hbN]
      have h4 : 0 < ni * Real.exp (-u) ^ 2 := by positivity
      linarith
    have h5 := mul_lt_mul_of_pos_right h3 hs
    nlinarith

/-- For doping `N > 0`, the excess of the bulk potential over `ln (N / ni)`, divided by `ni²`,
tends to `1 / N²` as `ni` tends to zero from above. -/
theorem excess_limit {N : ℝ} (hN : 0 < N) :
    Tendsto (fun ni : ℝ => (bulkPotential ni N - Real.log (N / ni)) / ni ^ 2)
      (𝓝[>] 0) (𝓝 (1 / N ^ 2)) := by
  have hlow : Tendsto (fun ni : ℝ => (N / (N ^ 2 + ni ^ 2)) ^ 2)
      (𝓝[>] 0) (𝓝 (1 / N ^ 2)) := by
    have hne : N ^ 2 + (0 : ℝ) ^ 2 ≠ 0 := by positivity
    have hc : ContinuousAt (fun ni : ℝ => (N / (N ^ 2 + ni ^ 2)) ^ 2) 0 :=
      (continuousAt_const.div (by fun_prop) hne).pow 2
    have h0 : (N / (N ^ 2 + (0 : ℝ) ^ 2)) ^ 2 = 1 / N ^ 2 := by
      rw [zero_pow two_ne_zero, add_zero]
      field_simp
    rw [← h0]
    exact hc.tendsto.mono_left nhdsWithin_le_nhds
  -- squeeze between the two bounds on the excess
  refine tendsto_of_tendsto_of_tendsto_of_le_of_le' hlow tendsto_const_nhds ?_ ?_
  · filter_upwards [self_mem_nhdsWithin] with ni hmem
    have hni : 0 < ni := hmem
    have h := (excess_bounds hni hN ((neutral_iff hni).2 rfl)).1
    rw [le_div_iff₀ (by positivity)]
    calc (N / (N ^ 2 + ni ^ 2)) ^ 2 * ni ^ 2 = (ni * N / (N ^ 2 + ni ^ 2)) ^ 2 := by ring
      _ ≤ _ := h.le
  · filter_upwards [self_mem_nhdsWithin] with ni hmem
    have hni : 0 < ni := hmem
    have h := (excess_bounds hni hN ((neutral_iff hni).2 rfl)).2
    rw [div_le_iff₀ (by positivity)]
    calc _ ≤ (ni / N) ^ 2 := h.le
      _ = 1 / N ^ 2 * ni ^ 2 := by ring

end

end ExcessLimit
```

The error:

```
Main.lean:101:6: error: Type mismatch
  ContinuousAt.pow (ContinuousAt.div continuousAt_const (ContinuousAt.const_add (continuousAt_id' (0 ^ 2)) (N ^ 2)) hne)
    2
has type
  ContinuousAt (((fun x => ?m.287) / HAdd.hAdd (N ^ 2)) ^ 2) (0 ^ 2)
but is expected to have type
  ContinuousAt (fun ni => (N / (N ^ 2 + ni ^ 2)) ^ 2) 0
```

Diagnosis. The one error is in `hc`, the continuity of the lower bound at 0. `ContinuousAt.div` needs the denominator to be nonzero at the point, in the form `g x ≠ 0`, and here Lean had to work out both `g` and `x` from `hne`, which says `N ^ 2 + 0 ^ 2 ≠ 0`. It split that sum at its last argument, taking `g` to be `HAdd.hAdd (N ^ 2)`, the function that adds its argument to `N ^ 2`, and `x` to be `0 ^ 2`. The squaring of the variable was thus lost from the function and ended up in the point. The message shows the result, a continuity statement at `0 ^ 2` for the wrong function, with the constant numerator still undetermined as `?m.287`.

The repair states the two continuity facts first. `hden` fixes the denominator as `fun ni => N ^ 2 + ni ^ 2` and the point as `0`, and `hnum` fixes the numerator as `N` at the same point. In `hnum.div hden hne` nothing is left to guess, `hne` is just the denominator's value at 0, and `.pow 2` gives the continuity that `hc` asks for.

The change, after which it compiles:

```diff
@@ -98,6 +98,8 @@
       (𝓝[>] 0) (𝓝 (1 / N ^ 2)) := by
     have hne : N ^ 2 + (0 : ℝ) ^ 2 ≠ 0 := by positivity
+    have hnum : ContinuousAt (fun _ : ℝ => N) 0 := continuousAt_const
+    have hden : ContinuousAt (fun ni : ℝ => N ^ 2 + ni ^ 2) 0 := by fun_prop
     have hc : ContinuousAt (fun ni : ℝ => (N / (N ^ 2 + ni ^ 2)) ^ 2) 0 :=
-      (continuousAt_const.div (by fun_prop) hne).pow 2
+      (hnum.div hden hne).pow 2
     have h0 : (N / (N ^ 2 + (0 : ℝ) ^ 2)) ^ 2 = 1 / N ^ 2 := by
       rw [zero_pow two_ne_zero, add_zero]
```
